# The interference of time-reversed paths, averaged over four spin rotations, is −1/2 for every initial rotation in SU(2)

An electron diffusing through a disordered metal can return to its starting point along a closed path, or along the same path in the opposite direction. Without a magnetic field the two orbital amplitudes are equal. If the spin is left alone, they add constructively, which doubles the return probability and lowers the conductance. Spin-orbit scattering rotates the spin differently in the two directions. How much interference is left when the rotations are strong?

Let $U$ be the spin rotation collected on the path, $\tilde U$ the one collected on its reverse, and $a$ the common orbital amplitude. For initial spin $|s\rangle$ the return probability is
$$\|a(U+\tilde U)|s\rangle\|^2=2|a|^2\left(1+\mathrm{Re}\,\langle s|\tilde U^\dagger U|s\rangle\right).$$
Averaging over $s$ turns the last term into $C(U)=\tfrac12\mathrm{tr}(\tilde U^\dagger U)$, which is real for the rotations considered here. A positive $C$ raises the return probability above its classical value (weak localization), and a negative $C$ lowers it (weak antilocalization).

## Spin matrices and the reversed path

```lean
import Mathlib

open Matrix Filter

namespace WeakAntilocalization

noncomputable section
```

The file loads the mathematical library Mathlib and makes its matrix and limit notation available.

```lean
/-- The Pauli matrix `σx`. -/
def σx : Matrix (Fin 2) (Fin 2) ℂ := !![0, 1; 1, 0]
```

This is $\sigma_x$. The type `Matrix (Fin 2) (Fin 2) ℂ` means a complex 2×2 matrix, with rows and columns numbered 0 and 1. Semicolons separate the rows.

```lean
/-- The Pauli matrix `σy`. -/
def σy : Matrix (Fin 2) (Fin 2) ℂ := !![0, -Complex.I; Complex.I, 0]
```

This is $\sigma_y$, with the usual sign convention.

```lean
/-- The Pauli matrix `σz`. -/
def σz : Matrix (Fin 2) (Fin 2) ℂ := !![1, 0; 0, -1]
```

This is $\sigma_z$, diagonal in the chosen spin basis.

```lean
/-- The four spin rotations `I`, `iσx`, `iσy`, `iσz`. -/
def spinRot : Fin 4 → Matrix (Fin 2) (Fin 2) ℂ :=
  ![1, Complex.I • σx, Complex.I • σy, Complex.I • σz]
```

The list defines $P_0=I$, $P_1=i\sigma_x$, $P_2=i\sigma_y$ and $P_3=i\sigma_z$. The last three are rotations by $\pi$ about the coordinate axes. The symbol `•` multiplies a matrix by a number.

```lean
/-- The spin rotation `σy Uᵀ σy` collected on the time-reversed path. -/
def timeReverse (U : Matrix (Fin 2) (Fin 2) ℂ) : Matrix (Fin 2) (Fin 2) ℂ :=
  σy * Uᵀ * σy
```

The reversed path carries $\tilde U=\sigma_yU^T\sigma_y$. This definition is where time-reversal symmetry enters: there is no magnetic field and there are no magnetic impurities. Transposition reverses the order of the scattering events, and $\sigma_y\sigma_a^T\sigma_y=-\sigma_a$ inverts each rotation.

```lean
/-- The interference of a closed path with its time-reversed partner,
averaged over the initial spin. -/
def interference (U : Matrix (Fin 2) (Fin 2) ℂ) : ℂ :=
  trace ((timeReverse U)ᴴ * U) / 2
```

This is $C(U)$ from above; `ᴴ` is the Hermitian conjugate. Orbital factors, such as the probability of returning at all, are left out.

```lean
/-- The mean interference after `n` further collisions, each of which rotates the spin by
`iσx`, `iσy` or `iσz` with weight `q` apiece and leaves it alone with weight `1 - 3q`. -/
def walkAverage (q : ℝ) : ℕ → Matrix (Fin 2) (Fin 2) ℂ → ℂ
  | 0, U => interference U
  | n + 1, U => (1 - 3 * (q : ℂ)) * walkAverage q n U
      + (q : ℂ) * (walkAverage q n (U * spinRot 1) + walkAverage q n (U * spinRot 2)
        + walkAverage q n (U * spinRot 3))
```

Write $W_n(U)$ for `walkAverage q n U`. The definition is recursive:
$$W_0(U)=C(U),\qquad W_{n+1}(U)=(1-3q)W_n(U)+q\sum_{k=1}^{3}W_n(UP_k).$$
It is a simplified model with independent collisions that either leave the spin alone or turn it by $\pi$ about one of three axes; in a real metal other angles and axes occur. Each new rotation stands to the right of $U$, so it acts before $U$. For $U$ in SU(2), adding the collisions after $U$ instead gives the same averages, because $C(U)=\tfrac12\mathrm{tr}(U^2)$, shown below, is unchanged under cyclic reordering and the collisions are independent with equal weights. The number $q$ stands for the strength of spin-orbit scattering; it is a parameter here, not computed from a material. The weights are probabilities when $0\le q\le 1/3$.

## From the reversed path to $\mathrm{tr}(U^2)/2$

```lean
/-- Each of the four spin rotations belongs to SU(2). -/
theorem spinRot_mem (k : Fin 4) : spinRot k ∈ specialUnitaryGroup (Fin 2) ℂ := by
  rw [mem_specialUnitaryGroup_iff]
  refine ⟨?_, ?_⟩
  · rw [mem_unitaryGroup_iff]
    fin_cases k <;> ext i j <;> fin_cases i <;> fin_cases j <;>
      simp [spinRot, σx, σy, σz, Matrix.mul_apply, Fin.sum_univ_two, Matrix.star_apply]
  · fin_cases k <;> simp [spinRot, σx, σy, σz, Matrix.det_fin_two]
```

Each $P_k$ is unitary with determinant 1. For the three Pauli cases, $(i\sigma_a)(i\sigma_a)^\dagger=\sigma_a^2=I$ and $\det(i\sigma_a)=i^2\det\sigma_a=1$. Lean runs through the four values of `k` with `fin_cases` and checks the entries.

```lean
/-- For a spin rotation in SU(2), the time-reversed path carries the inverse rotation `U†`. -/
theorem timeReverse_eq {U : Matrix (Fin 2) (Fin 2) ℂ}
    (hU : U ∈ specialUnitaryGroup (Fin 2) ℂ) : timeReverse U = Uᴴ := by
  obtain ⟨hu, hd⟩ := mem_specialUnitaryGroup_iff.mp hU
  have hu' : U * Uᴴ = 1 := mem_unitaryGroup_iff.mp hu
  -- the reversed rotation is the adjugate matrix
  have hT : timeReverse U = adjugate U := by
    rw [Matrix.adjugate_fin_two]
    ext i j
    simp only [timeReverse, Matrix.mul_apply, Fin.sum_univ_two, Matrix.transpose_apply]
    fin_cases i <;> fin_cases j <;>
      simp [σy] <;>
      (try ring_nf) <;> (try simp only [Complex.I_sq]) <;> (try ring)
  calc timeReverse U = adjugate U * (U * Uᴴ) := by rw [hu', mul_one, hT]
    _ = (adjugate U * U) * Uᴴ := by rw [mul_assoc]
    _ = Uᴴ := by rw [Matrix.adjugate_mul, hd, one_smul, one_mul]
```

The hypothesis `hU` says that $U$ is in SU(2). The claim is $\tilde U=U^\dagger$. For $U=\begin{pmatrix}a&b\\c&d\end{pmatrix}$, multiplication gives
$$\sigma_yU^T\sigma_y=\begin{pmatrix}d&-b\\-c&a\end{pmatrix}=\mathrm{adj}\,U,$$
where $a,b,c,d$ are now matrix entries. Since $UU^\dagger=I$ and $(\mathrm{adj}\,U)U=(\det U)I=I$,
$$\tilde U=(\mathrm{adj}\,U)\,UU^\dagger=U^\dagger.$$
The step `hT` is the entrywise calculation, and the `calc` block is the second line.

```lean
/-- The interference of time-reversed paths with spin rotation `U` in SU(2) is `tr(U²)/2`. -/
theorem interference_eq {U : Matrix (Fin 2) (Fin 2) ℂ}
    (hU : U ∈ specialUnitaryGroup (Fin 2) ℂ) : interference U = trace (U ^ 2) / 2 := by
  rw [interference, timeReverse_eq hU, conjTranspose_conjTranspose, pow_two]
```

Inserting $\tilde U^\dagger=U$ gives $C(U)=\tfrac12\mathrm{tr}(U^2)$. For a rotation by angle $\theta$ this is $\cos\theta$.

## The sum over four rotations

```lean
/-- For every complex 2×2 matrix `M`, the squares `(MP)²` summed over the four spin rotations
give `-2 det M` times the identity. -/
theorem sum_sq_spinRot (M : Matrix (Fin 2) (Fin 2) ℂ) :
    ∑ k, (M * spinRot k) ^ 2 = (-2 * M.det) • (1 : Matrix (Fin 2) (Fin 2) ℂ) := by
  ext i j
  fin_cases i <;> fin_cases j <;>
    simp [Fin.sum_univ_four, spinRot, σx, σy, σz, pow_two, Matrix.mul_apply,
      Fin.sum_univ_two, Matrix.det_fin_two] <;>
    (try ring_nf) <;> (try simp only [Complex.I_sq]) <;> (try ring)
```

This identity holds for every complex 2×2 matrix $M$, unitary or not:
$$\sum_{k=0}^{3}(MP_k)^2=-2(\det M)\,I.$$
By hand, write $M=m_0I+\mathbf m\cdot\boldsymbol\sigma$. Since $\sigma_a\sigma_b\sigma_a$ is $\sigma_b$ for $a=b$ and $-\sigma_b$ otherwise,
$$\sum_a\sigma_aM\sigma_a=3m_0I-\mathbf m\cdot\boldsymbol\sigma=2(\mathrm{tr}M)I-M.$$
The factors $i^2=-1$ then give
$$\sum_k(MP_k)^2=M^2-M\sum_a\sigma_aM\sigma_a=2M^2-2(\mathrm{tr}M)M.$$
The Cayley–Hamilton relation $M^2-(\mathrm{tr}M)M+(\det M)I=0$ turns the right-hand side into $-2(\det M)I$. Lean takes a more direct route: it expands the four matrix entries and compares polynomials, using $i^2=-1$.

```lean
/-- For every `U` in SU(2), the average of `tr((UP)²)/2` over `P = I, iσx, iσy, iσz`
is `-1/2`. -/
theorem antilocalization_factor {U : Matrix (Fin 2) (Fin 2) ℂ}
    (hU : U ∈ specialUnitaryGroup (Fin 2) ℂ) :
    (∑ k, trace ((U * spinRot k) ^ 2) / 2) / 4 = -1 / 2 := by
  have h := congrArg trace (sum_sq_spinRot U)
  rw [Matrix.trace_sum, (mem_specialUnitaryGroup_iff.mp hU).2, Matrix.trace_smul,
    Matrix.trace_one] at h
  rw [← Finset.sum_div, h]
  norm_num [Fintype.card_fin, smul_eq_mul]
```

For $U$ in SU(2), $\det U=1$. The trace of the identity just shown is $-2\cdot2=-4$, so
$$\frac14\sum_{k=0}^{3}\frac{\mathrm{tr}\big((UP_k)^2\big)}2=\frac14\cdot\frac{-4}{2}=-\frac12.$$
In Lean, `congrArg trace` takes the trace of both sides, and the rewriting steps insert $\det U=1$ and $\mathrm{tr}\,I=2$. Each $UP_k$ is again in SU(2), so by `interference_eq` the averaged quantity is $C(UP_k)$. For non-interacting, phase-coherent spin-½ electrons whose spin is randomized in this way, the return probability drops to half its classical value.

In a numerical sum over closed paths, one multiplies the 2×2 scattering rotations along each path and records half the trace of $U^2$; the reversed path need not be simulated. Multiplying any accumulated $U$ by the four $P_k$ and averaging must return $-1/2$ up to rounding. Since the average is $-\tfrac12\det U$ for any 2×2 matrix, this tests whether the determinant has stayed at 1; it does not detect rotations with a wrong angle, axis or order.

The same value applies to a spin rotation distributed uniformly over SU(2), because that distribution is unchanged when $U$ is replaced by $UP_k$; the file itself treats only the four-matrix average.

## Finite spin-orbit scattering

```lean
/-- For an initial spin rotation in SU(2), and with weight `q` for each of the three rotations per
collision, the mean interference after `n` collisions differs from `-1/2` by `(1 - 4q)ⁿ` times the
initial difference. -/
theorem walkAverage_eq (q : ℝ) (n : ℕ) {U : Matrix (Fin 2) (Fin 2) ℂ}
    (hU : U ∈ specialUnitaryGroup (Fin 2) ℂ) :
    walkAverage q n U = -1 / 2 + (1 - 4 * (q : ℂ)) ^ n * (interference U + 1 / 2) := by
  induction n generalizing U with
  | zero => simp only [walkAverage, pow_zero]; ring
  | succ n ih =>
    have hm : ∀ k, U * spinRot k ∈ specialUnitaryGroup (Fin 2) ℂ :=
      fun k => mul_mem hU (spinRot_mem k)
    -- the four-fold spin average fixes the sum of the three rotated terms
    have h := antilocalization_factor hU
    simp only [← interference_eq (hm _)] at h
    have h0 : U * spinRot 0 = U := by simp [spinRot]
    rw [Fin.sum_univ_four, h0] at h
    rw [walkAverage, ih hU, ih (hm 1), ih (hm 2), ih (hm 3)]
    linear_combination (4 * (q : ℂ) * (1 - 4 * (q : ℂ)) ^ n) * h
```

With $D(U)=C(U)+\tfrac12$, the theorem reads
$$W_n(U)=-\tfrac12+(1-4q)^nD(U).$$
It holds for every real $q$, though the reading as a random process needs $0\le q\le1/3$.

The proof is by induction on $n$. At $n=0$ both sides are $C(U)$. For the next step, the four-rotation average says $\sum_{k=0}^3D(UP_k)=0$, hence $\sum_{k=1}^3D(UP_k)=-D(U)$. Inserting the formula for $n$ into the recursion gives
$$W_{n+1}(U)=-\tfrac12+(1-4q)^n\big[(1-3q)D(U)-qD(U)\big],$$
and the bracket is $(1-4q)D(U)$. The words `generalizing U` let Lean use the induction hypothesis for the rotated matrices $UP_k$ as well as for $U$. The final `linear_combination` adds the right multiple of the four-rotation average.

```lean
/-- Starting from an unrotated spin, the mean interference after `n` collisions is
`(3(1 - 4q)ⁿ - 1)/2`. -/
theorem walkAverage_one (q : ℝ) (n : ℕ) :
    walkAverage q n 1 = (3 * (1 - 4 * (q : ℂ)) ^ n - 1) / 2 := by
  have h1 : interference 1 = 1 := by
    rw [interference_eq (one_mem _), one_pow, Matrix.trace_one]
    norm_num [Fintype.card_fin]
  rw [walkAverage_eq q n (one_mem _), h1]
  ring
```

An unrotated spin has $C(I)=1$, so
$$W_n(I)=\frac{3(1-4q)^n-1}{2}.$$
In calculations of the weak-localization correction, the same weights appear as three triplet contributions, damped by spin-orbit scattering, and one singlet contribution of opposite sign, which spin-orbit scattering does not damp. There the spin factor multiplies the probability of return after a given time and a factor for the loss of phase coherence, and the product is summed over times.

```lean
/-- If the initial spin rotation is in SU(2) and each of the three rotations has a probability `q`
with `0 < q ≤ 1/3`, the mean interference tends to `-1/2` as the number of collisions grows. -/
theorem walkAverage_tendsto {q : ℝ} (hq : 0 < q) (hq' : q ≤ 1 / 3)
    {U : Matrix (Fin 2) (Fin 2) ℂ} (hU : U ∈ specialUnitaryGroup (Fin 2) ℂ) :
    Tendsto (fun n => walkAverage q n U) atTop (nhds (-1 / 2)) := by
  have hr : ‖(1 - 4 * (q : ℂ))‖ < 1 := by
    have hc : (1 - 4 * (q : ℂ)) = ((1 - 4 * q : ℝ) : ℂ) := by simp
    rw [hc, Complex.norm_real, Real.norm_eq_abs, abs_lt]
    constructor <;> linarith
  -- the memory of the initial spin rotation decays geometrically
  have h := ((tendsto_pow_atTop_nhds_zero_of_norm_lt_one hr).mul_const
    (interference U + 1 / 2)).const_add (-1 / 2 : ℂ)
  simp only [zero_mul, add_zero] at h
  exact h.congr (fun n => (walkAverage_eq q n hU).symm)

end

end WeakAntilocalization
```

For $0<q\le1/3$ we have $-\tfrac13\le1-4q<1$, so the powers $(1-4q)^n$ vanish as $n\to\infty$ and $W_n(U)\to-\tfrac12$ for every initial $U$ in SU(2). In Lean, `Tendsto … atTop (nhds (-1 / 2))` expresses this limit. The step `hr` proves $|1-4q|<1$, and the last lines multiply the decaying power by $D(U)$ and add $-\tfrac12$. For $q<1/4$ the approach keeps the sign of $D(U)$; at $q=1/4$ a single collision already gives $-\tfrac12$; above that, the deviation alternates in sign.

```lean
#print axioms WeakAntilocalization.interference_eq
-- 'WeakAntilocalization.interference_eq' depends on axioms: [propext, Classical.choice, Quot.sound]
#print axioms WeakAntilocalization.walkAverage_one
-- 'WeakAntilocalization.walkAverage_one' depends on axioms: [propext, Classical.choice, Quot.sound]
#print axioms WeakAntilocalization.walkAverage_tendsto
-- 'WeakAntilocalization.walkAverage_tendsto' depends on axioms: [propext, Classical.choice, Quot.sound]
```
